# Splitting iterations converge for positive definite S when M + Mᴴ − S is positive definite

Let $S_{ij}=\langle\chi_i|\chi_j\rangle$ be the overlap matrix of a finite basis. Solving $Sx=b$ with $b_i=\langle\chi_i|f\rangle$ gives the coefficients of the projection of $f$ onto the basis. A splitting matrix $M$, chosen to be easier to invert than $S$, defines the update

$$x_{k+1}=x_k+M^{-1}(b-Sx_k).$$

The index type `n` is any finite type, entries are complex, and arithmetic is exact.

In Lean 4 with Mathlib:

```lean
import Mathlib

open Matrix Filter Topology
open scoped ComplexOrder

namespace OverlapSplitting

noncomputable section

variable {n : Type*} [Fintype n] [DecidableEq n]
```

The energy of $e$ in a matrix $A$ is $E_A(e)=\mathrm{Re}\,e^\dagger Ae$. For $A=S$ this is the squared norm of the function $\sum_i e_i\chi_i$, not a physical energy.

```lean
/-- The quadratic energy `Re ⟨e, A e⟩` of a vector `e` in the matrix `A`. -/
def energy (A : Matrix n n ℂ) (e : n → ℂ) : ℝ := (star e ⬝ᵥ A *ᵥ e).re
```

The update and its iterates are explicit definitions, with `x₀` as iterate number zero.

```lean
/-- One update `x + M⁻¹ (b - S x)` for the linear system `S x = b`. -/
def splittingStep (S M : Matrix n n ℂ) (b x : n → ℂ) : n → ℂ :=
  x + M⁻¹ *ᵥ (b - S *ᵥ x)

/-- The sequence of iterates produced by the splitting update from the start `x₀`. -/
def splittingIterate (S M : Matrix n n ℂ) (b x₀ : n → ℂ) : ℕ → n → ℂ
  | 0 => x₀
  | k + 1 => splittingStep S M b (splittingIterate S M b x₀ k)
```

The main theorem, `splitting_converges`, assumes that $S$ and $Q=M+M^\dagger-S$ are positive definite. It concludes that $M$ is invertible (`IsUnit M`) and that $x_k\to S^{-1}b$ for every $b$ and every start. It gives no rate.

## Hermitian S balances the energy

An overlap matrix is Hermitian because $\langle\chi_i|\chi_j\rangle=\langle\chi_j|\chi_i\rangle^*$. Mathlib's `PosDef` includes this property.

Let $u=S^{-1}b$, $e=x_k-u$ and $d=x_k-x_{k+1}$. The update gives $Md=Sx_k-b=Se$, and the new error is $e-d$. Expanding,

$$(e-d)^\dagger S(e-d)=e^\dagger Se-e^\dagger Sd-d^\dagger Se+d^\dagger Sd.$$

Here $d^\dagger Se=d^\dagger Md$, and hermiticity gives $e^\dagger Sd=(Se)^\dagger d=d^\dagger M^\dagger d$. Therefore

$$E_S(e-d)=E_S(e)-E_Q(d).$$

In the proof, `h1` is the hermiticity step and `key` is the expansion.

```lean
omit [DecidableEq n] in
/-- For Hermitian `S`, if `M d = S e`, removing `d` from `e` lowers the `S`-energy by the energy of
`d` in `M + Mᴴ - S`. -/
theorem energy_sub {S M : Matrix n n ℂ} (hS : S.IsHermitian) {e d : n → ℂ}
    (h : M *ᵥ d = S *ᵥ e) :
    energy S (e - d) = energy S e - energy (M + Mᴴ - S) d := by
  -- the cross term, moved to the other side by hermiticity
  have h1 : star e ⬝ᵥ S *ᵥ d = star d ⬝ᵥ Mᴴ *ᵥ d := by
    rw [Matrix.dotProduct_mulVec, Matrix.dotProduct_mulVec, ← Matrix.star_mulVec, h,
      Matrix.star_mulVec, hS.eq]
  have key : star (e - d) ⬝ᵥ S *ᵥ (e - d)
      = star e ⬝ᵥ S *ᵥ e - star d ⬝ᵥ (M + Mᴴ - S) *ᵥ d := by
    rw [star_sub, Matrix.mulVec_sub, Matrix.sub_mulVec, Matrix.add_mulVec]
    simp only [sub_dotProduct, dotProduct_sub, dotProduct_add]
    rw [h1, ← h]
    ring
  unfold energy
  rw [key, Complex.sub_re]
```

Without hermiticity the balance can fail: for the $1\times1$ case $S=i$, $M=1$, $e=1$, $d=i$, the left side is $0$ and the right side is $-2$.

## Positive Q makes every correction lower the error

Positivity of $Q$ says that a nonzero correction strictly reduces the squared norm of the error function. In the $1\times1$ case with $S=1$ and $M$ real it means $M>1/2$. At $M=1/2$ the error only changes sign at each step, and the iteration does not converge unless it starts at the solution.

```lean
omit [DecidableEq n] in
/-- A nonzero vector has positive energy in a positive definite matrix. -/
theorem energy_pos {A : Matrix n n ℂ} (hA : A.PosDef) {x : n → ℂ} (hx : x ≠ 0) :
    0 < energy A x :=
  (Complex.lt_def.1 (hA.dotProduct_mulVec_pos hx)).1

omit [DecidableEq n] in
private lemma energy_nonneg {A : Matrix n n ℂ} (hA : A.PosDef) (x : n → ℂ) :
    0 ≤ energy A x := by
  by_cases hx : x = 0
  · simp [hx, energy]
  · exact (energy_pos hA hx).le
```

The convergence proof uses a uniform version, $c\|d\|^2\le E_Q(d)$ with $c>0$, where $\|d\|$ is the largest $|d_i|$. The continuous function $E_Q$ attains a positive minimum $c$ on the compact unit sphere, and $E_Q(rd)=r^2E_Q(d)$ for real $r$ extends the bound to all vectors. If the basis is empty, so is the sphere, and $c=1$ serves.

```lean
omit [DecidableEq n] in
private lemma continuous_energy (A : Matrix n n ℂ) : Continuous (energy A) := by
  have h : Continuous fun x : n → ℂ => star x ⬝ᵥ A *ᵥ x := by
    simp only [dotProduct, Matrix.mulVec, Pi.star_apply]
    fun_prop
  exact Complex.continuous_re.comp h

omit [DecidableEq n] in
/-- The energy in a positive definite matrix is at least a fixed positive multiple of the
squared norm. -/
theorem energy_coercive {A : Matrix n n ℂ} (hA : A.PosDef) :
    ∃ c : ℝ, 0 < c ∧ ∀ x, c * ‖x‖ ^ 2 ≤ energy A x := by
  -- the minimum over the compact unit sphere
  obtain ⟨c, hc, hmin⟩ : ∃ c : ℝ, 0 < c ∧
      ∀ x ∈ Metric.sphere (0 : n → ℂ) 1, c ≤ energy A x := by
    rcases (Metric.sphere (0 : n → ℂ) 1).eq_empty_or_nonempty with h | h
    · exact ⟨1, one_pos, by simp [h]⟩
    · obtain ⟨z, hz, hm⟩ := (isCompact_sphere (0 : n → ℂ) 1).exists_isMinOn h
        (continuous_energy A).continuousOn
      refine ⟨energy A z, energy_pos hA ?_, fun x hx => hm hx⟩
      rintro rfl
      simp at hz
  refine ⟨c, hc, fun x => ?_⟩
  by_cases hx : x = 0
  · simp [hx, energy]
  have hn : 0 < ‖x‖ := norm_pos_iff.2 hx
  have hscale : ∀ r : ℝ, energy A ((r : ℂ) • x) = r ^ 2 * energy A x := by
    intro r
    have h : star ((r : ℂ) • x) ⬝ᵥ A *ᵥ ((r : ℂ) • x)
        = ((r ^ 2 : ℝ) : ℂ) * (star x ⬝ᵥ A *ᵥ x) := by
      rw [star_smul, Matrix.mulVec_smul, smul_dotProduct, dotProduct_smul]
      simp only [smul_eq_mul, Complex.star_def, Complex.conj_ofReal, Complex.ofReal_pow]
      ring
    unfold energy
    rw [h, Complex.re_ofReal_mul]
  have h := hmin (((‖x‖⁻¹ : ℝ) : ℂ) • x) (by
    rw [mem_sphere_zero_iff_norm, norm_smul, Complex.norm_real, norm_inv, norm_norm,
      inv_mul_cancel₀ hn.ne'])
  rw [hscale] at h
  calc c * ‖x‖ ^ 2 ≤ (‖x‖⁻¹ ^ 2 * energy A x) * ‖x‖ ^ 2 := by gcongr
    _ = energy A x := by field_simp
```

## Invertible M is a consequence

The relation $Md=Se$ requires $MM^{-1}=1$, so the next two lemmas assume `IsUnit M`; the second is the energy balance for one update.

```lean
private lemma mul_step {S M : Matrix n n ℂ} (hM : IsUnit M) (b x : n → ℂ) :
    M *ᵥ (x - splittingStep S M b x) = S *ᵥ x - b := by
  unfold splittingStep
  rw [sub_add_cancel_left, Matrix.mulVec_neg, Matrix.mulVec_mulVec,
    Matrix.mul_nonsing_inv _ ((Matrix.isUnit_iff_isUnit_det M).1 hM), Matrix.one_mulVec, neg_sub]

/-- For Hermitian `S` and invertible `M`, one update lowers the `S`-energy of the error by the
energy of the correction in `M + Mᴴ - S`. -/
theorem error_energy_step {S M : Matrix n n ℂ} (hS : S.IsHermitian) (hM : IsUnit M)
    {b u : n → ℂ} (hu : S *ᵥ u = b) (x : n → ℂ) :
    energy S (splittingStep S M b x - u)
      = energy S (x - u) - energy (M + Mᴴ - S) (x - splittingStep S M b x) := by
  rw [← energy_sub hS (by rw [mul_step hM, Matrix.mulVec_sub, hu])]
  congr 1
  abel
```

The main theorem derives this assumption. If $Mv=0$ with $v\ne0$, the balance with $e=0$, $d=v$ gives $E_S(-v)=-E_Q(v)<0$, contradicting positivity of $S$. That positivity is needed: $S=-1$, $M=0$ has $Q=1$, yet $M$ is singular.

```lean
/-- If `S` and `M + Mᴴ - S` are positive definite, then `M` is invertible. -/
theorem splitting_isUnit {S M : Matrix n n ℂ} (hS : S.PosDef) (hQ : (M + Mᴴ - S).PosDef) :
    IsUnit M := by
  refine (Matrix.isUnit_iff_isUnit_det M).2 (isUnit_iff_ne_zero.2 fun h0 => ?_)
  obtain ⟨v, hv, hMv⟩ := Matrix.exists_mulVec_eq_zero_iff.2 h0
  have h := energy_sub (M := M) (e := 0) (d := v) hS.1 (by rw [hMv, Matrix.mulVec_zero])
  have hz : energy S 0 = 0 := by simp [energy]
  linarith [energy_nonneg hS (0 - v), energy_pos hQ hv]
```

## Positive S bounds the error energy below

$S$ is positive definite exactly when the basis functions are linearly independent. Then the numbers $E_S(x_k-u)$ decrease and are bounded below by zero, so they converge and their differences $E_Q(x_k-x_{k+1})$ tend to zero. Coercivity sends the corrections themselves to zero. Finally,

$$x_k-u=S^{-1}M(x_k-x_{k+1})\to0.$$

The proof turns on Mathlib's `tendsto_atTop_ciInf`: an antitone sequence with a lower bound tends to its infimum. It receives `anti` and the bound 0. Composing the limit with `tendsto_add_atTop_nat 1` gives the same limit for the shifted sequence, and subtracting the two yields `hq`. No eigenvalue of the iteration matrix is needed.

```lean
/-- If `S` and `M + Mᴴ - S` are positive definite, then `M` is invertible and the splitting
iteration converges to `S⁻¹ b` from any start. -/
theorem splitting_converges {S M : Matrix n n ℂ} (hS : S.PosDef)
    (hQ : (M + Mᴴ - S).PosDef) (b x₀ : n → ℂ) :
    IsUnit M ∧ Tendsto (splittingIterate S M b x₀) atTop (𝓝 (S⁻¹ *ᵥ b)) := by
  have hM := splitting_isUnit hS hQ
  have hdet := (Matrix.isUnit_iff_isUnit_det S).1 hS.isUnit
  refine ⟨hM, ?_⟩
  have hu : S *ᵥ (S⁻¹ *ᵥ b) = b := by
    rw [Matrix.mulVec_mulVec, Matrix.mul_nonsing_inv _ hdet, Matrix.one_mulVec]
  have hrec : ∀ k, splittingIterate S M b x₀ (k + 1)
      = splittingStep S M b (splittingIterate S M b x₀ k) := fun _ => rfl
  generalize S⁻¹ *ᵥ b = u at hu ⊢
  generalize splittingIterate S M b x₀ = x at hrec ⊢
  have hf : ∀ k, energy S (x (k + 1) - u)
      = energy S (x k - u) - energy (M + Mᴴ - S) (x k - x (k + 1)) := fun k => by
    rw [hrec k]
    exact error_energy_step hS.1 hM hu (x k)
  -- the error energies decrease to a limit, so the energies of the corrections vanish
  have anti : Antitone fun k => energy S (x k - u) :=
    antitone_nat_of_succ_le fun k => by linarith [hf k, energy_nonneg hQ (x k - x (k + 1))]
  have lim := tendsto_atTop_ciInf anti
    ⟨0, by rintro _ ⟨k, rfl⟩; exact energy_nonneg hS _⟩
  have hq : Tendsto (fun k => energy (M + Mᴴ - S) (x k - x (k + 1))) atTop (𝓝 0) := by
    have h := lim.sub (lim.comp (tendsto_add_atTop_nat 1))
    rw [sub_self] at h
    refine h.congr fun k => ?_
    change energy S (x k - u) - energy S (x (k + 1) - u) = _
    linarith [hf k]
  -- by coercivity the corrections themselves vanish
  obtain ⟨c, hc, hco⟩ := energy_coercive hQ
  have hsq : Tendsto (fun k => ‖x k - x (k + 1)‖ ^ 2) atTop (𝓝 0) := by
    refine squeeze_zero (fun k => sq_nonneg _) (fun k => ?_) (by simpa using hq.div_const c)
    rw [le_div_iff₀ hc, mul_comm]
    exact hco _
  have hd : Tendsto (fun k => x k - x (k + 1)) atTop (𝓝 0) := by
    rw [tendsto_zero_iff_norm_tendsto_zero]
    simpa [Real.sqrt_sq] using hsq.sqrt
  -- the error is a fixed linear image of the correction
  have hcont : Continuous fun w : n → ℂ => u + S⁻¹ *ᵥ (M *ᵥ w) :=
    continuous_const.add
      (continuous_const.matrix_mulVec (continuous_const.matrix_mulVec continuous_id))
  have h0 := (hcont.tendsto 0).comp hd
  simp only [Matrix.mulVec_zero, add_zero] at h0
  refine h0.congr fun k => ?_
  change u + S⁻¹ *ᵥ (M *ᵥ (x k - x (k + 1))) = x k
  rw [hrec k, mul_step hM, ← hu, ← Matrix.mulVec_sub, Matrix.mulVec_mulVec,
    Matrix.nonsing_inv_mul _ hdet, Matrix.one_mulVec]
  abel
```

With $S=-1$ and $M=1$, $Q=3$ is positive, but the error doubles at each step. More generally, let $S$ be Hermitian and $Q$ positive definite. If $M$ is invertible and the iteration with $b=0$ tends to zero from every start, then $S$ is positive definite. Convergence to some limit would not be enough: $S=0$, $M=1$ leaves every start fixed. Suppose $x\ne0$ has $E_S(x)\le0$. The energies of its iterates decrease to $0$, so $E_S(x_1)\ge0$. The balance then gives $E_Q(x-x_1)\le0$, hence $x_1=x$. The sequence is constant and nonzero, a contradiction.

```lean
/-- For Hermitian `S` with `M + Mᴴ - S` positive definite, `S` is positive definite exactly when
`M` is invertible and the iteration for `S x = 0` tends to zero from every start. -/
theorem posDef_iff_converges {S M : Matrix n n ℂ} (hS : S.IsHermitian)
    (hQ : (M + Mᴴ - S).PosDef) :
    S.PosDef ↔ IsUnit M ∧ ∀ x₀, Tendsto (splittingIterate S M 0 x₀) atTop (𝓝 0) := by
  constructor
  · intro h
    exact ⟨splitting_isUnit h hQ, fun x₀ => by simpa using (splitting_converges h hQ 0 x₀).2⟩
  rintro ⟨hM, hconv⟩
  refine Matrix.posDef_iff_dotProduct_mulVec.2 ⟨hS, fun x hx => ?_⟩
  have hreal : star x ⬝ᵥ S *ᵥ x = star (star x ⬝ᵥ S *ᵥ x) := by
    conv_lhs => rw [Matrix.star_dotProduct, Matrix.star_mulVec, hS.eq, ← Matrix.dotProduct_mulVec]
  have him := congrArg Complex.im hreal
  rw [Complex.star_def, Complex.conj_im] at him
  refine Complex.lt_def.2 ⟨?_, by rw [Complex.zero_im]; linarith⟩
  change 0 < energy S x
  by_contra hneg
  have hf : ∀ y, energy S (splittingStep S M 0 y)
      = energy S y - energy (M + Mᴴ - S) (y - splittingStep S M 0 y) := fun y => by
    simpa only [sub_zero] using error_energy_step hS hM (Matrix.mulVec_zero S) y
  have anti : Antitone fun k => energy S (splittingIterate S M 0 x k) :=
    antitone_nat_of_succ_le fun k => by
      change energy S (splittingStep S M 0 (splittingIterate S M 0 x k)) ≤ _
      linarith [hf (splittingIterate S M 0 x k), energy_nonneg hQ
        (splittingIterate S M 0 x k - splittingStep S M 0 (splittingIterate S M 0 x k))]
  have hlim := ((continuous_energy S).tendsto 0).comp (hconv x)
  have h1 : energy S 0 ≤ energy S (splittingStep S M 0 x) := anti.le_of_tendsto hlim 1
  have hz : energy S 0 = 0 := by simp [energy]
  -- a start of non-positive energy would have to be a fixed point
  have hfix : splittingStep S M 0 x = x := by
    by_contra hne
    linarith [hf x, energy_pos hQ (sub_ne_zero.2 (Ne.symm hne))]
  have hconst : ∀ k, splittingIterate S M 0 x k = x := by
    intro k
    induction k with
    | zero => rfl
    | succ k ih =>
      change splittingStep S M 0 (splittingIterate S M 0 x k) = x
      rw [ih, hfix]
  exact hx (tendsto_nhds_unique (tendsto_const_nhds.congr fun k => (hconst k).symm) (hconv x))
```

## The range 0 < ω < 2 covers Gauss–Seidel

The parameter $\omega$ scales each component's correction in a sweep through the basis, whose order is the linear order on `m`. Write $S=L+D+L^\dagger$, with $L$ strictly lower triangular and $D$ diagonal, and take $M=L+D/\omega$.

```lean
variable {m : Type*} [Fintype m] [LinearOrder m]

/-- The over-relaxation splitting matrix: the strict lower triangle of `S` plus its diagonal
divided by the relaxation parameter `ω`. -/
def sorSplitting (S : Matrix m m ℂ) (ω : ℝ) : Matrix m m ℂ :=
  Matrix.of fun i j => if j < i then S i j else if j = i then S i i / (ω : ℂ) else 0
```

Then $Q=(2/\omega-1)D$. The diagonal entries $\langle\chi_i|\chi_i\rangle$ are positive, so $Q$ is positive definite for $0<\omega<2$. The proof compares entries below, on and above the diagonal. For a single basis function the error factor is $1-\omega$, so convergence from every start fails outside this range.

```lean
omit [Fintype m] in
/-- For positive definite `S` and `0 < ω < 2`, the over-relaxation splitting matrix `M` makes
`M + Mᴴ - S` positive definite. -/
theorem sor_posDef {S : Matrix m m ℂ} (hS : S.PosDef) {ω : ℝ} (h0 : 0 < ω) (h2 : ω < 2) :
    (sorSplitting S ω + (sorSplitting S ω)ᴴ - S).PosDef := by
  have hQ : sorSplitting S ω + (sorSplitting S ω)ᴴ - S
      = Matrix.diagonal fun i => ((2 / ω - 1 : ℝ) : ℂ) * S i i := by
    ext i j
    have herm : star (S j i) = S i j := hS.1.apply i j
    simp only [Matrix.sub_apply, Matrix.add_apply, Matrix.conjTranspose_apply, sorSplitting,
      Matrix.of_apply, Matrix.diagonal_apply]
    rcases lt_trichotomy i j with h | h | h
    · rw [if_neg h.not_gt, if_neg h.ne', if_pos h, if_neg h.ne, herm]
      ring
    · subst h
      have hd : star (S i i / (ω : ℂ)) = S i i / (ω : ℂ) := by
        rw [Complex.star_def, map_div₀, Complex.conj_ofReal,
          show (starRingEnd ℂ) (S i i) = S i i from herm]
      rw [if_neg (lt_irrefl i), if_pos rfl, if_pos rfl, hd]
      push_cast
      ring
    · rw [if_pos h, if_neg h.not_gt, if_neg h.ne', if_neg h.ne', star_zero]
      ring
  have hpos : 0 < 2 / ω - 1 := by
    rw [sub_pos, lt_div_iff₀ h0]
    linarith
  rw [hQ]
  exact Matrix.PosDef.diagonal fun i => mul_pos (by exact_mod_cast hpos) hS.diag_pos
```

To recover the familiar sweep, let $y$ be the update of $x$. Row $i$ of $M(x-y)=Sx-b$ reads

$$\sum_{j<i}S_{ij}(x_j-y_j)+\frac{S_{ii}}{\omega}(x_i-y_i)=\sum_jS_{ij}x_j-b_i.$$

Cancelling the terms $S_{ij}x_j$ with $j<i$ and multiplying by $-\omega$ gives

$$S_{ii}y_i=(1-\omega)S_{ii}x_i+\omega\Big(b_i-\sum_{j<i}S_{ij}y_j-\sum_{j>i}S_{ij}x_j\Big).$$

In the proof, `hsplit` divides the sums and `linear_combination` does the final algebra.

```lean
/-- For positive definite `S` and `0 < ω < 2`, one update with the over-relaxation splitting is a
sweep through the components that uses the new values for `j < i` and the old ones for `j > i`. -/
theorem sor_sweep {S : Matrix m m ℂ} (hS : S.PosDef) {ω : ℝ} (h0 : 0 < ω) (h2 : ω < 2)
    {b x y : m → ℂ} (hy : y = splittingStep S (sorSplitting S ω) b x) (i : m) :
    S i i * y i = (1 - ω) * (S i i * x i)
      + ω * (b i - ∑ j with j < i, S i j * y j - ∑ j with i < j, S i j * x j) := by
  have hsplit : ∀ g : m → ℂ, ∑ j, g j = ∑ j with j < i, g j + g i + ∑ j with i < j, g j := by
    intro g
    have hg : g i = ∑ j, if j = i then g j else 0 := by simp
    rw [Finset.sum_filter, Finset.sum_filter, hg, ← Finset.sum_add_distrib,
      ← Finset.sum_add_distrib]
    refine Finset.sum_congr rfl fun j _ => ?_
    rcases lt_trichotomy j i with h | h | h
    · simp [h, h.not_gt, h.ne]
    · simp [h]
    · simp [h, h.not_gt, h.ne']
  have h := congrFun (mul_step (S := S) (splitting_isUnit hS (sor_posDef hS h0 h2)) b x) i
  rw [← hy] at h
  change ∑ j, sorSplitting S ω i j * (x j - y j) = ∑ j, S i j * x j - b i at h
  rw [hsplit, hsplit fun j => S i j * x j] at h
  -- the three parts of row `i` of the splitting matrix
  have hlow : ∑ j with j < i, sorSplitting S ω i j * (x j - y j)
      = ∑ j with j < i, S i j * x j - ∑ j with j < i, S i j * y j := by
    rw [← Finset.sum_sub_distrib]
    refine Finset.sum_congr rfl fun j hj => ?_
    have hji : j < i := (Finset.mem_filter.1 hj).2
    simp only [sorSplitting, Matrix.of_apply, if_pos hji]
    ring
  have hup : ∑ j with i < j, sorSplitting S ω i j * (x j - y j) = 0 := by
    refine Finset.sum_eq_zero fun j hj => ?_
    have hij : i < j := (Finset.mem_filter.1 hj).2
    simp only [sorSplitting, Matrix.of_apply, if_neg hij.not_gt, if_neg hij.ne', zero_mul]
  have hdiag : sorSplitting S ω i i = S i i / (ω : ℂ) := by simp [sorSplitting]
  rw [hlow, hup, hdiag] at h
  have hw : S i i / (ω : ℂ) * ω = S i i :=
    div_mul_cancel₀ _ (Complex.ofReal_ne_zero.2 h0.ne')
  linear_combination (-(ω : ℂ)) * h + (x i - y i) * hw
```

Convergence now follows from the main theorem. Setting $\omega=1$ gives Gauss–Seidel, whose iterates therefore converge, in exact arithmetic, to the solution of the overlap equations in any finite, linearly independent basis. Convergence can be very slow when the lowest eigenvalue of $S$ is small: for two normalised functions with overlap $s$ that eigenvalue is $1-|s|$, and the error factor per sweep is $|s|^2$ after the first sweep.

```lean
/-- Successive over-relaxation with `0 < ω < 2` converges to `S⁻¹ b` from any start, for every
complex positive definite matrix `S`. -/
theorem sor_converges {S : Matrix m m ℂ} (hS : S.PosDef) {ω : ℝ} (h0 : 0 < ω) (h2 : ω < 2)
    (b x₀ : m → ℂ) :
    Tendsto (splittingIterate S (sorSplitting S ω) b x₀) atTop (𝓝 (S⁻¹ *ᵥ b)) :=
  (splitting_converges hS (sor_posDef hS h0 h2) b x₀).2

end

end OverlapSplitting
```

The same argument with $M=D$ treats Jacobi iteration, which converges if $2D-S$ is also positive definite. This is a real restriction: for three normalised functions with all mutual overlaps equal to $s$, where $1/2<s<1$, $S$ is positive definite but Jacobi iteration has an error factor $-2s$ and diverges from some starts.

```lean
#print axioms OverlapSplitting.splitting_converges
#print axioms OverlapSplitting.posDef_iff_converges
#print axioms OverlapSplitting.sor_sweep
#print axioms OverlapSplitting.sor_converges
```

```
'OverlapSplitting.splitting_converges' depends on axioms: [propext, Classical.choice, Quot.sound]
'OverlapSplitting.posDef_iff_converges' depends on axioms: [propext, Classical.choice, Quot.sound]
'OverlapSplitting.sor_sweep' depends on axioms: [propext, Classical.choice, Quot.sound]
'OverlapSplitting.sor_converges' depends on axioms: [propext, Classical.choice, Quot.sound]
```
